# Exactly n negative-energy p-wave matching solutions for a spherical square well of strength z with nπ < z ≤ (n+1)π

The p-wave bound energies of a spherical square well can be found by a numerical root search. If the number of roots and an interval for each are known beforehand, one can check that none has been missed. For a particle of mass m in a well of depth V₀ and radius R, one first computes the strength

z = R√(2mV₀)/ħ.

If nπ < z ≤ (n+1)π, the condition for joining the waves at the well edge has n roots x with 0 < x < z, one in each interval from kπ to the smaller of z and kπ + π/2, for k = 1, …, n. These roots are the interior wave numbers in units of 1/R. Bisection finds them from the form of the condition given below, which has no poles. The energies, measured from the potential outside the well, are

E = −ħ²y²/(2mR²), y = √(z² − x²).

## The waves inside and outside

```lean
import Mathlib

open Real

namespace PWaveSquareWell

noncomputable section
```

From here on, lengths are in units of R, so the well edge is at r = 1. The letter z is a strength, not a coordinate.

```lean
/-- The p-wave inside the well at interior wave number `x`, for `x * r ≠ 0`;
lengths are in units of the well radius. -/
def interiorWave (x r : ℝ) : ℝ := sin (x * r) / (x * r) - cos (x * r)
```

This is the reduced radial function u(r), r times the radial wavefunction, in the form regular at the origin:

u(r) = sin(xr)/(xr) − cos(xr).

The type `ℝ` says that all quantities are real.

```lean
/-- The slope of the interior p-wave, for `x` and `r` nonzero. -/
def interiorSlope (x r : ℝ) : ℝ :=
  cos (x * r) / r - sin (x * r) / (x * r ^ 2) + x * sin (x * r)
```

This formula is a candidate for u′; a theorem below confirms it.

```lean
/-- The p-wave outside the well with decay constant `y`, for `y * r ≠ 0`. -/
def exteriorWave (y r : ℝ) : ℝ := exp (-(y * r)) * (1 + 1 / (y * r))
```

Outside, the decaying solution is

w(r) = e^(−yr)(1 + 1/(yr)).

```lean
/-- The slope of the exterior p-wave, for `y` and `r` nonzero. -/
def exteriorSlope (y r : ℝ) : ℝ :=
  -(exp (-(y * r)) * (y + 1 / r + 1 / (y * r ^ 2)))
```

This is the corresponding candidate for w′.

```lean
/-- The exterior decay constant `√(z² - x²)` for well strength `z` and interior
wave number `x`, where `|x| ≤ |z|`. -/
def decay (z x : ℝ) : ℝ := √(z ^ 2 - x ^ 2)
```

`decay z x` is y, often written κR in textbooks.

```lean
/-- Smooth joining at the well edge `r = 1`: multiples of the interior and exterior
waves, the interior one nonzero, agree in value and derivative (for `0 < x < z`). -/
def JoinsSmoothly (z x : ℝ) : Prop :=
  ∃ A B : ℝ, A ≠ 0 ∧ A * interiorWave x 1 = B * exteriorWave (decay z x) 1 ∧
    A * deriv (interiorWave x) 1 = B * deriv (exteriorWave (decay z x)) 1
```

A `Prop` is a statement. This one says that Au = Bw and Au′ = Bw′ at r = 1 for some A and B with A ≠ 0. Here `deriv` is the true derivative, not the candidate formula.

```lean
/-- The transcendental p-wave square-well condition. -/
def PWaveCondition (z x : ℝ) : Prop :=
  decay z x ^ 2 * (x * cos x - sin x) = x ^ 2 * (1 + decay z x) * sin x
```

This is the equation to be solved:

y²(x cos x − sin x) = x²(1 + y) sin x.

```lean
/-- For nonzero `x` and `r`, the interior wave obeys the radial equation
`u'' = (2/r² - x²) u`. -/
theorem interior_radial {x r : ℝ} (hx : x ≠ 0) (hr : r ≠ 0) :
    HasDerivAt (interiorWave x) (interiorSlope x r) r ∧
    HasDerivAt (interiorSlope x) ((2 / r ^ 2 - x ^ 2) * interiorWave x r) r := by
  have h1 : HasDerivAt (fun r => x * r) x r := by
    simpa using (hasDerivAt_id' r).const_mul x
  have h2 : HasDerivAt (fun r : ℝ => r ^ 2) (2 * r) r := by
    simpa using hasDerivAt_pow 2 r
  constructor
  · have h := (h1.sin.fun_div h1 (mul_ne_zero hx hr)).fun_sub h1.cos
    refine h.congr_deriv ?_
    unfold interiorSlope
    field_simp
    ring
  · have h := ((h1.cos.fun_div (hasDerivAt_id' r) hr).fun_sub
      (h1.sin.fun_div (h2.const_mul x) (mul_ne_zero hx (pow_ne_zero 2 hr)))).fun_add
      (h1.sin.const_mul x)
    refine h.congr_deriv ?_
    unfold interiorWave
    field_simp
    ring
```

`HasDerivAt f d r` says that f has derivative d at r. Differentiating u twice gives

u′ = cos(xr)/r − sin(xr)/(xr²) + x sin(xr)

u″ = −x sin(xr)/r − 2cos(xr)/r² + 2sin(xr)/(xr³) + x² cos(xr) = (2/r² − x²)u.

This is the l = 1 radial equation inside the well. Lean assembles the derivative from the standard rules, and `field_simp` and `ring` do the algebra.

```lean
/-- For nonzero `y` and `r`, the exterior wave obeys the radial equation
`u'' = (2/r² + y²) u`. -/
theorem exterior_radial {y r : ℝ} (hy : y ≠ 0) (hr : r ≠ 0) :
    HasDerivAt (exteriorWave y) (exteriorSlope y r) r ∧
    HasDerivAt (exteriorSlope y) ((2 / r ^ 2 + y ^ 2) * exteriorWave y r) r := by
  have h1 : HasDerivAt (fun r => y * r) y r := by
    simpa using (hasDerivAt_id' r).const_mul y
  have h2 : HasDerivAt (fun r : ℝ => r ^ 2) (2 * r) r := by
    simpa using hasDerivAt_pow 2 r
  have hc := hasDerivAt_const r (1 : ℝ)
  constructor
  · have h := h1.fun_neg.exp.fun_mul ((hc.fun_div h1 (mul_ne_zero hy hr)).const_add 1)
    refine h.congr_deriv ?_
    unfold exteriorSlope
    field_simp
    ring
  · have h := (h1.fun_neg.exp.fun_mul (((hc.fun_div (hasDerivAt_id' r) hr).const_add y).fun_add
      (hc.fun_div (h2.const_mul y) (mul_ne_zero hy (pow_ne_zero 2 hr))))).fun_neg
    refine h.congr_deriv ?_
    unfold exteriorWave
    field_simp
    ring
```

In the same way,

w′ = −e^(−yr)(y + 1/r + 1/(yr²))

w″ = e^(−yr)(y² + y/r + 2/r² + 2/(yr³)) = (2/r² + y²)w.

## Joining at the edge

```lean
lemma decay_pos {z x : ℝ} (hx : 0 < x) (hxz : x < z) : 0 < decay z x :=
  Real.sqrt_pos.mpr (by nlinarith)
```

For 0 < x < z the decay constant y is positive.

```lean
/-- For `0 < x < z`, the interior and exterior waves join smoothly exactly when the
transcendental p-wave condition holds. -/
theorem joinsSmoothly_iff {z x : ℝ} (hx : 0 < x) (hxz : x < z) :
    JoinsSmoothly z x ↔ PWaveCondition z x := by
  have hy := decay_pos hx hxz
  unfold JoinsSmoothly PWaveCondition
  generalize decay z x = y at *
  rw [(interior_radial hx.ne' one_ne_zero).1.deriv,
    (exterior_radial hy.ne' one_ne_zero).1.deriv]
  -- the Wronskian at the edge is a nonzero multiple of the condition
  have key : interiorSlope x 1 * exteriorWave y 1 - interiorWave x 1 * exteriorSlope y 1 =
      exp (-y) / (x * y) *
        (x ^ 2 * (1 + y) * sin x - y ^ 2 * (x * cos x - sin x)) := by
    simp only [interiorSlope, exteriorWave, interiorWave, exteriorSlope, mul_one, one_pow,
      div_one]
    field_simp
    ring
  have hf : exp (-y) / (x * y) ≠ 0 := by positivity
  constructor
  · rintro ⟨A, B, hA, h1, h2⟩
    have h : A * (interiorSlope x 1 * exteriorWave y 1
        - interiorWave x 1 * exteriorSlope y 1) = 0 := by
      linear_combination exteriorWave y 1 * h2 - exteriorSlope y 1 * h1
    have h' := (mul_eq_zero.mp h).resolve_left hA
    rw [key] at h'
    linarith [(mul_eq_zero.mp h').resolve_left hf]
  · intro h
    rw [h, sub_self, mul_zero] at key
    have he : 0 < exteriorWave y 1 := by unfold exteriorWave; positivity
    exact ⟨exteriorWave y 1, interiorWave x 1, he.ne', mul_comm _ _,
      by linear_combination key⟩
```

At r = 1 the slopes are u′ = x sin x − u and w′ = −w − ye^(−y). The products uw cancel in the Wronskian:

u′w − uw′ = x sin x · w + ye^(−y)u
= e^(−y)/(xy) · [x²(1 + y) sin x − y²(x cos x − sin x)].

Smooth joining gives A(u′w − uw′) = 0 with A ≠ 0, so the bracket vanishes, which is the condition. Conversely, if the bracket vanishes, A = w(1) > 0 and B = u(1) join the waves. The identity is `key` in the code.

## One solution for each k

```lean
lemma condition_shift (z x : ℝ) (k : ℕ) : PWaveCondition z x ↔
    decay z x ^ 2 * (x * cos (x - k * π) - sin (x - k * π)) =
      x ^ 2 * (1 + decay z x) * sin (x - k * π) := by
  unfold PWaveCondition
  rw [Real.sin_sub_nat_mul_pi, Real.cos_sub_nat_mul_pi]
  rcases neg_one_pow_eq_or ℝ k with h | h <;> rw [h] <;> constructor <;> intro e
  · linear_combination e
  · linear_combination e
  · linear_combination (-1) * e
  · linear_combination (-1) * e
```

Put t = x − kπ, S = sin t and C = cos t. Sine and cosine both change by the factor (−1)^k, which cancels:

y²(xC − S) = x²(1 + y)S.

```lean
/-- Every solution with `0 < x < z` lies in an interval `(kπ, kπ + π/2)` with `k ≥ 1`. -/
theorem solution_location {z x : ℝ} (hx : 0 < x) (hxz : x < z) (h : PWaveCondition z x) :
    ∃ k : ℕ, 1 ≤ k ∧ k * π < x ∧ x < k * π + π / 2 := by
  have hp := Real.pi_pos
  have hy := decay_pos hx hxz
  obtain ⟨k, h1, h2⟩ : ∃ k : ℕ, k * π ≤ x ∧ x < (k + 1) * π :=
    ⟨⌊x / π⌋₊, (le_div_iff₀ hp).1 (Nat.floor_le (by positivity)),
      (div_lt_iff₀ hp).1 (Nat.lt_floor_add_one _)⟩
  have e := (condition_shift z x k).1 h
  have h3 : k * π < x := by
    refine lt_of_le_of_ne h1 fun h0 => ?_
    rw [show x - k * π = 0 by linarith, cos_zero, sin_zero] at e
    nlinarith [mul_pos (pow_pos hy 2) hx]
  have hs : 0 < sin (x - k * π) := sin_pos_of_pos_of_lt_pi (by linarith) (by linarith)
  have hpos : 0 < x * cos (x - k * π) - sin (x - k * π) := by
    have hr : 0 < x ^ 2 * (1 + decay z x) * sin (x - k * π) := by positivity
    rw [← e] at hr
    exact (mul_pos_iff_of_pos_left (pow_pos hy 2)).1 hr
  have h4 : x < k * π + π / 2 := by
    by_contra hn
    have hc : cos (x - k * π) ≤ 0 :=
      cos_nonpos_of_pi_div_two_le_of_le (by linarith) (by linarith)
    nlinarith
  refine ⟨k, ?_, h3, h4⟩
  rcases Nat.eq_zero_or_pos k with h0 | h0
  · -- below π/2 the inequality x < tan x excludes a solution
    subst h0
    simp only [Nat.cast_zero, zero_mul, sub_zero, zero_add] at hpos h4
    have ht := Real.lt_tan hx h4
    rw [Real.tan_eq_sin_div_cos,
      lt_div_iff₀ (cos_pos_of_mem_Ioo ⟨by linarith, h4⟩)] at ht
    linarith
  · exact h0
```

Choose k so that 0 ≤ t < π. If t = 0, the equation reads y²x = 0, which is impossible. So S > 0, the right side is positive, and xC > S > 0. Hence C > 0 and t < π/2. If k = 0, this would say x cos x > sin x, against x < tan x. So k ≥ 1.

```lean
/-- For `k ≥ 1` and `kπ < z`, the interval `(kπ, kπ + π/2)` holds a solution below `z`. -/
theorem solution_exists {z : ℝ} {k : ℕ} (hk : 1 ≤ k) (hz : k * π < z) :
    ∃ x : ℝ, k * π < x ∧ x < k * π + π / 2 ∧ x < z ∧ PWaveCondition z x := by
  have hp := Real.pi_pos
  have hk0 : 0 < k * π := mul_pos (by exact_mod_cast hk) hp
  obtain ⟨g, hg⟩ : ∃ g : ℝ → ℝ, g = fun x =>
      decay z x ^ 2 * (x * cos (x - k * π) - sin (x - k * π)) -
        x ^ 2 * (1 + decay z x) * sin (x - k * π) := ⟨_, rfl⟩
  have hc : Continuous g := by
    rw [hg]; unfold decay; fun_prop
  have hga : 0 < g (k * π) := by
    simp only [hg, sub_self, cos_zero, sin_zero, mul_one, sub_zero, mul_zero]
    exact mul_pos (pow_pos (decay_pos hk0 hz) 2) hk0
  -- the mismatch is negative at the smaller of z and kπ + π/2
  obtain ⟨b, hb1, hbz, hb2, hgb⟩ :
      ∃ b, k * π < b ∧ b ≤ z ∧ b ≤ k * π + π / 2 ∧ g b < 0 := by
    rcases le_total z (k * π + π / 2) with h | h
    · refine ⟨z, hz, le_rfl, h, ?_⟩
      have hs : 0 < sin (z - k * π) := sin_pos_of_pos_of_lt_pi (by linarith) (by linarith)
      have hd : decay z z = 0 := by simp [decay]
      simp only [hg, hd]
      nlinarith [mul_pos (pow_pos (hk0.trans hz) 2) hs]
    · refine ⟨k * π + π / 2, by linarith, h, le_rfl, ?_⟩
      have hy : 0 ≤ decay z (k * π + π / 2) := Real.sqrt_nonneg _
      have hb : 0 < k * π + π / 2 := by linarith
      simp only [hg, add_sub_cancel_left, cos_pi_div_two, sin_pi_div_two]
      generalize decay z (k * π + π / 2) = y at *
      generalize k * π + π / 2 = b at *
      nlinarith [sq_nonneg y, mul_nonneg (sq_nonneg b) hy, pow_pos hb 2]
  obtain ⟨x, hx, h0⟩ := intermediate_value_Ioo' hb1.le hc.continuousOn ⟨hgb, hga⟩
  refine ⟨x, hx.1, hx.2.trans_le hb2, hx.2.trans_le hbz, (condition_shift z x k).2 ?_⟩
  simp only [hg] at h0
  linarith
```

Let g be the left side minus the right side of the shifted equation. At x = kπ, g = y²kπ > 0. At the upper end, the smaller of z and kπ + π/2, g is negative:

- at x = z, y = 0 and g = −z² sin(z − kπ) < 0;
- at x = kπ + π/2, g = −y² − x²(1 + y) < 0.

The intermediate value theorem gives a zero strictly between the ends.

```lean
/-- For `k ≥ 1`, the interval `(kπ, kπ + π/2)` does not hold two solutions below `z`. -/
theorem solution_unique {z a b : ℝ} {k : ℕ} (hk : 1 ≤ k) (ha : k * π < a) (hab : a < b)
    (hb : b < k * π + π / 2) (hbz : b < z) (ca : PWaveCondition z a)
    (cb : PWaveCondition z b) : False := by
  have hp := Real.pi_pos
  have hk' : (1 : ℝ) ≤ k := by exact_mod_cast hk
  have hpa : π < a := by nlinarith
  have ha0 : 0 < a := hp.trans hpa
  have hb0 : 0 < b := ha0.trans hab
  have hya := decay_pos ha0 (hab.trans hbz)
  have hyb := decay_pos hb0 hbz
  have hyy : decay z b ≤ decay z a := Real.sqrt_le_sqrt (by nlinarith)
  have key : ∀ x y S C : ℝ, 0 < x → 0 < y → y ^ 2 * (x * C - S) = x ^ 2 * (1 + y) * S →
      C = S * (1 / x + x * ((1 + y) / y ^ 2)) := by
    intro x y S C hx hy h
    have e : S * (1 / x + x * ((1 + y) / y ^ 2)) =
        (y ^ 2 * S + x ^ 2 * (1 + y) * S) / (x * y ^ 2) := by
      field_simp
    rw [e, eq_div_iff (by positivity)]
    linear_combination h
  have ea := key _ _ _ _ ha0 hya ((condition_shift z a k).1 ca)
  have eb := key _ _ _ _ hb0 hyb ((condition_shift z b k).1 cb)
  have hsa : 0 < sin (a - k * π) := sin_pos_of_pos_of_lt_pi (by linarith) (by linarith)
  have hsb : 0 < sin (b - k * π) := sin_pos_of_pos_of_lt_pi (by linarith) (by linarith)
  have hsin : sin (b - a) = sin (b - k * π) * cos (a - k * π)
      - cos (b - k * π) * sin (a - k * π) := by
    rw [← Real.sin_sub]; congr 1; ring
  have hP : sin (a - k * π) * sin (b - k * π) ≤ 1 :=
    mul_le_one₀ (sin_le_one _) hsb.le (sin_le_one _)
  have hP0 := mul_pos hsa hsb
  have hj := Real.mul_le_sin (x := b - a) (by linarith) (by linarith)
  rw [hsin, ea, eb] at hj
  generalize decay z a = u at *
  generalize decay z b = v at *
  have hw : (1 + u) / u ^ 2 ≤ (1 + v) / v ^ 2 := by
    rw [div_le_div_iff₀ (by positivity) (by positivity)]
    nlinarith [mul_nonneg (mul_pos hya hyb).le (sub_nonneg.2 hyy),
      mul_nonneg (add_pos hya hyb).le (sub_nonneg.2 hyy)]
  have hm : a * ((1 + u) / u ^ 2) ≤ b * ((1 + v) / v ^ 2) :=
    mul_le_mul hab.le hw (by positivity) hb0.le
  have hE : 1 / a - 1 / b = 1 / (a * b) * (b - a) := by field_simp
  have hE0 : 0 ≤ 1 / a - 1 / b := by
    rw [hE]; exact mul_nonneg (by positivity) (by linarith)
  -- 1 / (a * b) is less than 2 / π, since a * b > π²
  have hlt : 1 / (a * b) < 2 / π := by
    rw [div_lt_div_iff₀ (by positivity) hp]
    have := mul_lt_mul'' hpa (hpa.trans hab) hp.le hp.le
    nlinarith [mul_pos hp (sub_pos.2 Real.pi_gt_three)]
  have hfin := mul_lt_mul_of_pos_right hlt (sub_pos.2 hab)
  have q1 := mul_nonneg hP0.le (sub_nonneg.2 hm)
  have q2 := mul_nonneg (sub_nonneg.2 hP) hE0
  linarith
```

Suppose a < b were two solutions in one interval. Solving the shifted equation for C gives

C = S(1/x + q(x)), q(x) = x(1 + y)/y².

As x grows, y falls, so q(a) ≤ q(b). With 0 < S ≤ 1 at both points,

sin(b − a) = S_b C_a − C_b S_a
= S_a S_b[1/a − 1/b + q(a) − q(b)]
≤ (b − a)/(ab).

But 0 < b − a < π/2 gives sin(b − a) ≥ 2(b − a)/π (`Real.mul_le_sin`), and ab > π² gives 1/(ab) < 2/π. This is a contradiction, which Lean writes as `False`.

## The count

```lean
/-- If `nπ < z ≤ (n+1)π`, the transcendental p-wave condition has exactly `n`
solutions in the open interval `(0, z)`. -/
theorem condition_count {z : ℝ} {n : ℕ} (hz : n * π < z) (hz' : z ≤ (n + 1) * π) :
    {x : ℝ | 0 < x ∧ x < z ∧ PWaveCondition z x}.encard = n := by
  have hp := Real.pi_pos
  have ex : ∀ k ∈ Finset.Icc 1 n, ∃ x : ℝ,
      k * π < x ∧ x < k * π + π / 2 ∧ x < z ∧ PWaveCondition z x := by
    intro k hk
    rw [Finset.mem_Icc] at hk
    have hkn : (k : ℝ) ≤ n := by exact_mod_cast hk.2
    exact solution_exists hk.1 (by nlinarith)
  choose! f hf using ex
  -- the solutions are labelled by k = 1, ..., n
  have hS : {x : ℝ | 0 < x ∧ x < z ∧ PWaveCondition z x} =
      f '' (Finset.Icc 1 n : Finset ℕ) := by
    ext x
    constructor
    · rintro ⟨hx, hxz, hc⟩
      obtain ⟨k, hk, h1, h2⟩ := solution_location hx hxz hc
      have hkn : (k : ℝ) < n + 1 :=
        lt_of_mul_lt_mul_right (h1.trans (hxz.trans_le hz')) hp.le
      have hkn' : k < n + 1 := by exact_mod_cast hkn
      have hmem : k ∈ Finset.Icc 1 n := Finset.mem_Icc.2 ⟨hk, by omega⟩
      obtain ⟨g1, g2, g3, g4⟩ := hf k hmem
      refine ⟨k, hmem, ?_⟩
      rcases lt_trichotomy (f k) x with h | h | h
      · exact (solution_unique hk g1 h h2 hxz g4 hc).elim
      · exact h
      · exact (solution_unique hk h1 h g2 g3 hc g4).elim
    · rintro ⟨k, hk, rfl⟩
      obtain ⟨g1, -, g3, g4⟩ := hf k hk
      exact ⟨lt_of_le_of_lt (by positivity) g1, g3, g4⟩
  have hle : ∀ i ∈ Finset.Icc 1 n, ∀ j ∈ Finset.Icc 1 n, f i = f j → j ≤ i := by
    intro i hi j hj hij
    by_contra hn
    have h : (i : ℝ) + 1 ≤ j := by exact_mod_cast not_le.1 hn
    have h1 := (hf i hi).2.1
    have h2 := (hf j hj).1
    nlinarith
  have hinj : Set.InjOn f (Finset.Icc 1 n : Finset ℕ) := fun i hi j hj hij =>
    le_antisymm (hle j hj i hi hij.symm) (hle i hi j hj hij)
  rw [hS, hinj.encard_image, Set.encard_coe_eq_coe_finsetCard, Nat.card_Icc,
    Nat.add_sub_cancel]
```

Every k from 1 to n has kπ < z, so it supplies a solution, called `f k`. Conversely, a solution in interval k has kπ < x < z ≤ (n+1)π, so k ≤ n, and uniqueness makes it `f k`. The intervals are disjoint, so different k give different solutions. `encard` counts elements and is infinite for an infinite set, so the value n also says that the set is finite.

```lean
/-- If `nπ < z ≤ (n+1)π`, there are exactly `n` interior wave numbers in `(0, z)` at which
the interior p-wave joins smoothly to the decaying exterior p-wave. -/
theorem boundState_count {z : ℝ} {n : ℕ} (hz : n * π < z) (hz' : z ≤ (n + 1) * π) :
    {x : ℝ | 0 < x ∧ x < z ∧ JoinsSmoothly z x}.encard = n := by
  rw [← condition_count hz hz']
  congr 1
  ext x
  exact and_congr_right fun hx => and_congr_right fun hxz => joinsSmoothly_iff hx hxz

end

end PWaveSquareWell
```

```lean
#print axioms PWaveSquareWell.condition_count
#print axioms PWaveSquareWell.boundState_count
```

```
'PWaveSquareWell.condition_count' depends on axioms: [propext, Classical.choice, Quot.sound]
'PWaveSquareWell.boundState_count' depends on axioms: [propext, Classical.choice, Quot.sound]
```

The matching equivalence carries the count over to the waves. To read it as a count of bound levels, one also needs the fact that every negative-energy p-wave bound state has this joined form. Since x < z is strict, the zero-energy state at z = (n+1)π, with exterior wave 1/r, is not counted.

With that fact, the result gives the number of negative-energy p levels for one particle in a finite spherical square well, each threefold degenerate level being counted once. For z ≤ π there are none.

## A well of strength 4

For z = 4, π < z ≤ 2π, so n = 1 and the root lies between π and 4. The two sides of the condition are:

- x = 3.4: left −13.46, right −9.18;
- x = 3.5: left −10.98, right −12.62.

The order reverses, and refining gives x ≈ 3.472. Then y² ≈ 3.95, and the energy is E ≈ −3.95 ħ²/(2mR²).
